# Truncating a Non-Interacting EOM Pair Model at Total Rank Two Keeps the Fragment Eigenvalue 2 and Loses the Pair Eigenvalue 4

To check the separation behaviour of an EOM-CCSD code, place two copies of a molecule far apart and compare the excitation energies with those of one copy. The comparison needs a correct expectation for each kind of root. In the non-interacting model below, with one state per excitation rank, excitations of one fragment survive truncation exactly, but a simultaneous excitation of both need not have the sum of their energies.

## The spectrum after truncation

Let \(h\) be a complex \(3\times3\) matrix with entries \(h_{ij}\), where \(i,j=0,1,2\) are the excitation ranks of one fragment. Assume \(h_{i0}=0\) for every \(i\). Physically, the solved coupled-cluster amplitude equations remove \(h_{10}\) and \(h_{20}\), and measuring energies from the coupled-cluster ground state removes \(h_{00}\).

Two non-interacting copies have the Kronecker sum \(K=h\otimes1+1\otimes h\). Let \(T\) be its restriction to product states \((i,j)\) with \(i+j\le2\). Then

\[
w\text{ is an eigenvalue of }T
\iff
w\text{ is an eigenvalue of }h\ \text{ or }\ w=2h_{11}.
\]

## What to expect from a separated dimer

Within this model, every monomer root is also a root of the dimer, so its absence from the complete dimer spectrum signals an error. A calculation of only the lowest few roots may simply stop before reaching it. A root for simultaneous excitation that differs from the sum of two monomer roots need not signal an error: the truncation itself puts this root at \(2h_{11}\). The state \((1,1)\) is kept, but \((1,2)\) and \((2,1)\), which would correlate one excited fragment in the presence of the other, are discarded.

## Solving the six eigenvector equations

In the full space, let \(hx=ax\) and \(hy=by\) with \(x,y\ne0\). Then

\[
K(x\otimes y)=(hx)\otimes y+x\otimes(hy)=(a+b)(x\otimes y),
\]

and \(x\otimes y\ne0\), so eigenvalues add.

For one fragment, expansion along the zero column gives

\[
\det(h-w1)=-wP(w),\qquad
P(w)=(w-h_{11})(w-h_{22})-h_{12}h_{21}.
\]

The fragment eigenvalues are therefore zero and the roots of \(P\).

Order the retained states as \((0,0),(0,1),(0,2),(1,0),(2,0),(1,1)\), with amplitudes \(v_0,\ldots,v_5\). The equation \(Tv=wv\) reads

\[
\begin{aligned}
h_{01}(v_1+v_3)+h_{02}(v_2+v_4)&=wv_0,\\
h_{11}v_1+h_{12}v_2+h_{01}v_5&=wv_1,\\
h_{21}v_1+h_{22}v_2&=wv_2,\\
h_{11}v_3+h_{12}v_4+h_{01}v_5&=wv_3,\\
h_{21}v_3+h_{22}v_4&=wv_4,\\
2h_{11}v_5&=wv_5.
\end{aligned}
\]

If \(hx=wx\) with \(x\neq0\), the vector \((x_0,0,0,x_1,x_2,0)\) solves these equations. It is the eigenvector of the first fragment times the reference of the second.

Suppose instead that \(w\) is neither a fragment eigenvalue nor \(2h_{11}\). The last equation gives \(v_5=0\). The pairs \((v_1,v_2)\) and \((v_3,v_4)\) then obey homogeneous \(2\times2\) systems with determinant \(P(w)\ne0\), so they vanish. Finally \(wv_0=0\) with \(w\neq0\) gives \(v_0=0\), and there is no eigenvector.

It remains to show that \(w=2h_{11}\) occurs. If it is a fragment eigenvalue, the local vector suffices. Otherwise \(wP(w)\ne0\), and we take

\[
\begin{aligned}
v_5&=wP(w), & v_1=v_3&=h_{01}w(w-h_{22}),\\
v_2=v_4&=h_{01}wh_{21}, &
v_0&=2h_{01}[h_{01}(w-h_{22})+h_{02}h_{21}].
\end{aligned}
\]

The third and fifth equations hold because \(h_{21}v_1=(w-h_{22})v_2\). The second and fourth hold because \((w-h_{11})v_1-h_{12}v_2=h_{01}wP(w)\). The first follows by substitution, and the last is \(w=2h_{11}\).

## The root at 6 instead of 4

Take

\[
h=\begin{pmatrix}0&1&1\\0&3&2\\0&2&6\end{pmatrix},
\qquad P(w)=(w-3)(w-6)-4=(w-2)(w-7).
\]

The fragment eigenvalues are \(0,2,7\), so \(K\) has eigenvalue \(2+2=4\). The distinct eigenvalues of \(T\) are \(0,2,7\) and \(2h_{11}=6\); the value 4 is absent.

An eigenvector of \(h\) for 2 is \(x=(1,4,-2)\). In \(x\otimes x\), the \((1,1)\) amplitude is 16 and the \((1,2)\) and \((2,1)\) amplitudes are \(-8\). The \((1,1)\) row of \(K\) gives \(6\cdot16+2(-8)+2(-8)=64=4\cdot16\). Truncation removes the two negative terms and leaves \(6\cdot16\).

## Lean file

```lean
import Mathlib

open Matrix
open scoped Kronecker

namespace TruncatedEOMPair

/-- The number `w` is an eigenvalue of `M`: some nonzero right eigenvector belongs to it. -/
def IsEigenvalue {n : Type*} [Fintype n] (M : Matrix n n ℂ) (w : ℂ) : Prop :=
  ∃ v : n → ℂ, v ≠ 0 ∧ M *ᵥ v = w • v

/-- The Kronecker sum `h ⊗ 1 + 1 ⊗ k` of two non-interacting fragments. -/
def kroneckerSum {m n : Type*} [DecidableEq m] [DecidableEq n]
    (h : Matrix m m ℂ) (k : Matrix n n ℂ) : Matrix (m × n) (m × n) ℂ :=
  h ⊗ₖ (1 : Matrix n n ℂ) + (1 : Matrix m m ℂ) ⊗ₖ k

/-- Six product states, each given by the excitation ranks of the two fragments. -/
def states : Fin 6 → Fin 3 × Fin 3 :=
  ![(0, 0), (0, 1), (0, 2), (1, 0), (2, 0), (1, 1)]

/-- The Kronecker sum of `h` with itself, restricted to the six product states. -/
def truncatedSum (h : Matrix (Fin 3) (Fin 3) ℂ) : Matrix (Fin 6) (Fin 6) ℂ :=
  (kroneckerSum h h).submatrix states states

/-- The list of states has no repetition and contains exactly the product states of total
excitation rank at most two. -/
theorem states_complete : Function.Injective states ∧
    ∀ p : Fin 3 × Fin 3, (∃ i, states i = p) ↔ (p.1 : ℕ) + (p.2 : ℕ) ≤ 2 := by
  constructor <;> decide

/-- Eigenvalues of two non-interacting fragments add in the full Kronecker sum. -/
theorem kroneckerSum_eigenvalue {m n : Type*} [Fintype m] [Fintype n] [DecidableEq m]
    [DecidableEq n] {h : Matrix m m ℂ} {k : Matrix n n ℂ} {a b : ℂ}
    (ha : IsEigenvalue h a) (hb : IsEigenvalue k b) :
    IsEigenvalue (kroneckerSum h k) (a + b) := by
  obtain ⟨x, hx, ex⟩ := ha
  obtain ⟨y, hy, ey⟩ := hb
  refine ⟨fun p => x p.1 * y p.2, ?_, ?_⟩
  · obtain ⟨i, hi⟩ := Function.ne_iff.mp hx
    obtain ⟨j, hj⟩ := Function.ne_iff.mp hy
    intro hz
    exact mul_ne_zero hi hj (congrFun hz (i, j))
  · ext ⟨i, j⟩
    -- each fragment matrix acts on its own factor of the product vector
    have e : (kroneckerSum h k *ᵥ fun p => x p.1 * y p.2) (i, j)
        = (∑ l, h i l * x l) * y j + x i * ∑ l, k j l * y l := by
      simp only [kroneckerSum, Matrix.add_mulVec, Pi.add_apply]
      congr 1
      · simp only [Matrix.mulVec, dotProduct, Fintype.sum_prod_type, Matrix.kroneckerMap_apply,
          Matrix.one_apply, mul_ite, ite_mul, mul_one, mul_zero, zero_mul, Finset.sum_ite_eq,
          Finset.mem_univ, ↓reduceIte, Finset.sum_mul]
        exact Finset.sum_congr rfl fun l _ => by ring
      · simp only [Matrix.mulVec, dotProduct, Fintype.sum_prod_type]
        rw [Finset.sum_comm]
        simp only [Matrix.kroneckerMap_apply, Matrix.one_apply, ite_mul, one_mul, zero_mul,
          Finset.sum_ite_eq, Finset.mem_univ, ↓reduceIte, Finset.mul_sum]
        exact Finset.sum_congr rfl fun l _ => by ring
    have e1 : ∑ l, h i l * x l = a * x i := congrFun ex i
    have e2 : ∑ l, k j l * y l = b * y j := congrFun ey j
    rw [e, e1, e2]
    change _ = (a + b) * (x i * y j)
    ring

/-- With a vanishing reference column, the fragment eigenvalues are zero and the roots of the
secular equation of the singles-doubles block. -/
theorem fragment_eigenvalue_iff {h : Matrix (Fin 3) (Fin 3) ℂ} (h0 : ∀ i, h i 0 = 0) (w : ℂ) :
    IsEigenvalue h w ↔ w = 0 ∨ (w - h 1 1) * (w - h 2 2) = h 1 2 * h 2 1 := by
  have hdet : IsEigenvalue h w ↔ (h - w • (1 : Matrix (Fin 3) (Fin 3) ℂ)).det = 0 := by
    rw [← Matrix.exists_mulVec_eq_zero_iff]
    simp only [IsEigenvalue, Matrix.sub_mulVec, Matrix.smul_mulVec, Matrix.one_mulVec,
      sub_eq_zero]
  have e : h - w • (1 : Matrix (Fin 3) (Fin 3) ℂ)
      = !![-w, h 0 1, h 0 2; 0, h 1 1 - w, h 1 2; 0, h 2 1, h 2 2 - w] := by
    ext i j
    fin_cases i <;> fin_cases j <;> simp [h0]
  have hd : (h - w • (1 : Matrix (Fin 3) (Fin 3) ℂ)).det
      = -w * ((w - h 1 1) * (w - h 2 2) - h 1 2 * h 2 1) := by
    rw [e, Matrix.det_fin_three]
    change -w * (h 1 1 - w) * (h 2 2 - w) - -w * h 1 2 * h 2 1 - h 0 1 * 0 * (h 2 2 - w)
      + h 0 1 * h 1 2 * 0 + h 0 2 * 0 * h 2 1 - h 0 2 * (h 1 1 - w) * 0 = _
    ring
  rw [hdet, hd, mul_eq_zero, neg_eq_zero, sub_eq_zero]

/-- The restricted matrix written out for a vanishing reference column: the state with both
fragments singly excited has the diagonal element `h 1 1 + h 1 1` and zeros elsewhere in its row. -/
theorem truncatedSum_eq {h : Matrix (Fin 3) (Fin 3) ℂ} (h0 : ∀ i, h i 0 = 0) :
    truncatedSum h = !![0, h 0 1, h 0 2, h 0 1, h 0 2, 0;
      0, h 1 1, h 1 2, 0, 0, h 0 1;
      0, h 2 1, h 2 2, 0, 0, 0;
      0, 0, 0, h 1 1, h 1 2, h 0 1;
      0, 0, 0, h 2 1, h 2 2, 0;
      0, 0, 0, 0, 0, h 1 1 + h 1 1] := by
  ext i j
  fin_cases i <;> fin_cases j <;>
    simp [truncatedSum, kroneckerSum, states, h0]

/-- The action of the restricted matrix on a vector of six amplitudes. -/
theorem truncatedSum_mulVec {h : Matrix (Fin 3) (Fin 3) ℂ} (h0 : ∀ i, h i 0 = 0)
    (v : Fin 6 → ℂ) : truncatedSum h *ᵥ v =
      ![h 0 1 * v 1 + h 0 2 * v 2 + h 0 1 * v 3 + h 0 2 * v 4,
        h 1 1 * v 1 + h 1 2 * v 2 + h 0 1 * v 5, h 2 1 * v 1 + h 2 2 * v 2,
        h 1 1 * v 3 + h 1 2 * v 4 + h 0 1 * v 5, h 2 1 * v 3 + h 2 2 * v 4,
        (h 1 1 + h 1 1) * v 5] := by
  rw [truncatedSum_eq h0]
  ext i
  fin_cases i <;> simp [Matrix.mulVec, dotProduct, Fin.sum_univ_six]

/-- With a vanishing reference column, every eigenvalue of a single fragment is also an eigenvalue
of the restricted pair. -/
theorem local_excitation_retained {h : Matrix (Fin 3) (Fin 3) ℂ} (h0 : ∀ i, h i 0 = 0) {w : ℂ}
    (hw : IsEigenvalue h w) : IsEigenvalue (truncatedSum h) w := by
  obtain ⟨x, hx, ex⟩ := hw
  have r : ∀ i, h i 1 * x 1 + h i 2 * x 2 = w * x i := by
    intro i
    have := congrFun ex i
    simpa [Matrix.mulVec, dotProduct, Fin.sum_univ_three, h0] using this
  -- eigenvector of the first fragment times the reference of the second
  refine ⟨![x 0, 0, 0, x 1, x 2, 0], ?_, ?_⟩
  · intro hz
    apply hx
    ext i
    fin_cases i
    exacts [congrFun hz 0, congrFun hz 3, congrFun hz 4]
  · rw [truncatedSum_mulVec h0]
    ext i
    fin_cases i
    · change h 0 1 * 0 + h 0 2 * 0 + h 0 1 * x 1 + h 0 2 * x 2 = w * x 0
      linear_combination r 0
    · change h 1 1 * 0 + h 1 2 * 0 + h 0 1 * 0 = w * 0
      ring
    · change h 2 1 * 0 + h 2 2 * 0 = w * 0
      ring
    · change h 1 1 * x 1 + h 1 2 * x 2 + h 0 1 * 0 = w * x 1
      linear_combination r 1
    · change h 2 1 * x 1 + h 2 2 * x 2 = w * x 2
      exact r 2
    · change (h 1 1 + h 1 1) * 0 = w * 0
      ring

/-- With a vanishing reference column, the eigenvalues of the restricted pair are those of one
fragment together with twice the singles diagonal element `h 1 1`. -/
theorem truncatedSum_eigenvalue_iff {h : Matrix (Fin 3) (Fin 3) ℂ} (h0 : ∀ i, h i 0 = 0)
    (w : ℂ) : IsEigenvalue (truncatedSum h) w ↔ IsEigenvalue h w ∨ w = 2 * h 1 1 := by
  constructor
  · rintro ⟨v, hv, hM⟩
    by_contra hc
    rw [not_or, fragment_eigenvalue_iff h0, not_or] at hc
    obtain ⟨⟨hw, hD⟩, hp⟩ := hc
    rw [truncatedSum_mulVec h0] at hM
    have e0 : h 0 1 * v 1 + h 0 2 * v 2 + h 0 1 * v 3 + h 0 2 * v 4 = w * v 0 := congrFun hM 0
    have e1 : h 1 1 * v 1 + h 1 2 * v 2 + h 0 1 * v 5 = w * v 1 := congrFun hM 1
    have e2 : h 2 1 * v 1 + h 2 2 * v 2 = w * v 2 := congrFun hM 2
    have e3 : h 1 1 * v 3 + h 1 2 * v 4 + h 0 1 * v 5 = w * v 3 := congrFun hM 3
    have e4 : h 2 1 * v 3 + h 2 2 * v 4 = w * v 4 := congrFun hM 4
    have e5 : (h 1 1 + h 1 1) * v 5 = w * v 5 := congrFun hM 5
    have z5 : v 5 = 0 := (mul_eq_zero.mp (show (w - 2 * h 1 1) * v 5 = 0 by
      linear_combination -e5)).resolve_left (sub_ne_zero.mpr hp)
    -- outside the fragment spectrum the singles-doubles block has no eigenvector for `w`
    have key : ∀ x y : ℂ, h 1 1 * x + h 1 2 * y = w * x → h 2 1 * x + h 2 2 * y = w * y →
        x = 0 ∧ y = 0 := by
      intro x y hx hy
      have hD' := sub_ne_zero.mpr hD
      constructor
      · refine (mul_eq_zero.mp ?_).resolve_left hD'
        linear_combination -(w - h 2 2) * hx - h 1 2 * hy
      · refine (mul_eq_zero.mp ?_).resolve_left hD'
        linear_combination -(w - h 1 1) * hy - h 2 1 * hx
    obtain ⟨z1, z2⟩ := key (v 1) (v 2) (by linear_combination e1 - h 0 1 * z5) e2
    obtain ⟨z3, z4⟩ := key (v 3) (v 4) (by linear_combination e3 - h 0 1 * z5) e4
    have z0 : v 0 = 0 := by
      refine (mul_eq_zero.mp ?_).resolve_left hw
      rw [← e0, z1, z2, z3, z4]
      ring
    apply hv
    ext i
    fin_cases i
    exacts [z0, z1, z2, z3, z4, z5]
  · rintro (hw | hw)
    · exact local_excitation_retained h0 hw
    by_cases hE : IsEigenvalue h w
    · exact local_excitation_retained h0 hE
    rw [fragment_eigenvalue_iff h0, not_or] at hE
    -- solve downward from the doubly excited product state
    obtain ⟨D, hD⟩ : ∃ D, D = (w - h 1 1) * (w - h 2 2) - h 1 2 * h 2 1 := ⟨_, rfl⟩
    have hD0 : D ≠ 0 := by
      rw [hD]
      exact sub_ne_zero.mpr hE.2
    obtain ⟨x, hx⟩ : ∃ x, x = h 0 1 * w * (w - h 2 2) := ⟨_, rfl⟩
    obtain ⟨y, hy⟩ : ∃ y, y = h 0 1 * w * h 2 1 := ⟨_, rfl⟩
    have s1 : h 1 1 * x + h 1 2 * y + h 0 1 * (w * D) = w * x := by
      rw [hx, hy, hD]
      ring
    have s2 : h 2 1 * x + h 2 2 * y = w * y := by
      rw [hx, hy]
      ring
    refine ⟨![2 * h 0 1 * (h 0 1 * (w - h 2 2) + h 0 2 * h 2 1), x, y, x, y, w * D], ?_, ?_⟩
    · intro hz
      exact mul_ne_zero hE.1 hD0 (congrFun hz 5)
    · rw [truncatedSum_mulVec h0]
      ext i
      fin_cases i
      · change h 0 1 * x + h 0 2 * y + h 0 1 * x + h 0 2 * y
          = w * (2 * h 0 1 * (h 0 1 * (w - h 2 2) + h 0 2 * h 2 1))
        rw [hx, hy]
        ring
      · exact s1
      · exact s2
      · exact s1
      · exact s2
      · change (h 1 1 + h 1 1) * (w * D) = w * (w * D)
        linear_combination -(w * D) * hw

/-- A fragment matrix on excitation ranks 0, 1 and 2 with a vanishing reference column. -/
def model : Matrix (Fin 3) (Fin 3) ℂ := !![0, 1, 1; 0, 3, 2; 0, 2, 6]

/-- The restricted pair of model fragments has exactly the eigenvalues 0, 2, 7 and 6. -/
theorem model_truncated_spectrum (w : ℂ) :
    IsEigenvalue (truncatedSum model) w ↔ w = 0 ∨ w = 2 ∨ w = 7 ∨ w = 6 := by
  have h0 : ∀ i, model i 0 = 0 := by
    intro i
    fin_cases i <;> simp [model]
  have hq : (w - 3) * (w - 6) = 2 * 2 ↔ w = 2 ∨ w = 7 := by
    rw [← sub_eq_zero, show (w - 3) * (w - 6) - 2 * 2 = (w - 2) * (w - 7) by ring,
      mul_eq_zero, sub_eq_zero, sub_eq_zero]
  rw [truncatedSum_eigenvalue_iff h0, fragment_eigenvalue_iff h0]
  change (w = 0 ∨ (w - 3) * (w - 6) = 2 * 2) ∨ w = 2 * 3 ↔ _
  rw [hq, show (2 * 3 : ℂ) = 6 by norm_num, or_assoc, or_assoc]

/-- The model fragment has eigenvalue 2 and the full pair has eigenvalue 4, but the pair
restricted to total excitation rank at most two does not have eigenvalue 4. -/
theorem double_excitation_lost : IsEigenvalue model 2 ∧
    IsEigenvalue (kroneckerSum model model) 4 ∧ ¬ IsEigenvalue (truncatedSum model) 4 := by
  have h0 : ∀ i, model i 0 = 0 := by
    intro i
    fin_cases i <;> simp [model]
  have h2 : IsEigenvalue model 2 := by
    rw [fragment_eigenvalue_iff h0]
    right
    change ((2 : ℂ) - 3) * (2 - 6) = 2 * 2
    norm_num
  refine ⟨h2, ?_, ?_⟩
  · have h4 := kroneckerSum_eigenvalue h2 h2
    rwa [show (2 + 2 : ℂ) = 4 by norm_num] at h4
  · rw [model_truncated_spectrum]
    norm_num

end TruncatedEOMPair
```

```lean
#print axioms TruncatedEOMPair.states_complete
#print axioms TruncatedEOMPair.model_truncated_spectrum
#print axioms TruncatedEOMPair.double_excitation_lost
```

```
'TruncatedEOMPair.states_complete' depends on axioms: [propext, Classical.choice, Quot.sound]
'TruncatedEOMPair.model_truncated_spectrum' depends on axioms: [propext, Classical.choice, Quot.sound]
'TruncatedEOMPair.double_excitation_lost' depends on axioms: [propext, Classical.choice, Quot.sound]
```

## How the Lean statements describe the pair

`IsEigenvalue M w` means that a nonzero right eigenvector exists, which suits a non-Hermitian EOM matrix. `Fin 3` labels the ranks, `kroneckerSum h h` is \(K\), and `truncatedSum h` is \(T\). The theorem `states_complete` confirms by finite enumeration that `states` lists every pair of total rank at most two exactly once.

The hypothesis `h0 : ∀ i, h i 0 = 0` is the vanishing reference column. `truncatedSum_eigenvalue_iff` is the general equivalence; `model_truncated_spectrum` and `double_excitation_lost` give the numerical case.

## How the proof follows the equations

`kroneckerSum_eigenvalue` evaluates the product vector componentwise, for any two finite fragments. `fragment_eigenvalue_iff` turns the existence of an eigenvector into a vanishing determinant. `truncatedSum_eq` checks the restricted matrix entry by entry, and `truncatedSum_mulVec` yields the six equations.

`local_excitation_retained` supplies the local eigenvector. In the main equivalence, the forward direction assumes that \(w\) lies outside both sets; its step `key` eliminates one unknown at a time from the \(2\times2\) system using `linear_combination`. The reverse direction inserts the explicit vector, with `D` standing for \(P(w)\), and `ring` verifies the substitutions.

## Limits of the two-fragment model

The zero column is assumed, not derived from an electronic Hamiltonian or from coupled-cluster amplitude equations. The truncated result covers two identical fragments with one state per rank and no charge transfer between them. It concerns which eigenvalues occur, not their multiplicities, and it gives no error estimate for a molecular EOM-CCSD calculation.
